# On n non-degenerate levels, the survival probability has long-time average ∑ p_j², which is at least 1/n

## A state reduced to weights and energies

The state enters here only through its weights p_j on the energy levels, and the Hamiltonian only through the energies E_j. No Hilbert space is built. This suffices because the survival amplitude of a normalised pure state ψ = ∑ c_j φ_j, with φ_j orthonormal eigenstates of a time-independent Hamiltonian H, involves nothing else. With ħ = 1 and p_j = |c_j|²,

a(t) = ⟨ψ| exp(-iHt) |ψ⟩ = ∑ p_j exp(-i E_j t).

The right-hand side is taken as the definition of the amplitude. The survival probability P(t) = |a(t)|² is the probability of finding the system in its initial state at time t. Its average over a window of length T > 0 is

⟨P⟩_T = (1/T) ∫₀ᵀ P(t) dt.

In a numerical propagation with a time-independent Hamiltonian in a finite basis, the time-averaged survival probability should approach the limit of this average, up to the errors of the propagation. If a lower bound on the spacing of different energies is known, the finite-time bound below gives an averaging time that suffices for a chosen accuracy.

## What is claimed, and how Lean says it

The main theorem, `longTime_survival`, takes n levels with pairwise distinct energies and real weights of sum one. It states that ⟨P⟩_T tends to ∑ p_j² as T → ∞, that this limit is at least 1/n, and that it equals 1/n exactly when every p_j is 1/n.

The levels form a finite type `ι`, and n is `Fintype.card ι`, which also counts levels of zero weight. Weights and energies are functions `p E : ι → ℝ`. The hypothesis `Function.Injective E` says that no two levels share an energy, and `∑ j, p j = 1` is normalisation. The limit is expressed by `Tendsto` along `atTop`. Non-negativity of the weights is not assumed in this theorem, so probabilities are a special case.

Two further theorems allow degeneracy and assume p_j ≥ 0 as well as ∑ p_j = 1. They use the resonant weight

R = ∑ p_j p_k over all ordered pairs (j, k) with E_j = E_k,

which is `resonantWeight p E` in Lean. `inv_card_le_resonantWeight` states that R ≥ 1/n. `finiteTime_bound` states that

|⟨P⟩_T - R| ≤ (1 - R)/(gT)

for T > 0, provided that any two different energies are at least g > 0 apart. Physically, g is a lower bound on the beat frequencies in the signal: the smaller g is, the longer the window for which the bound guarantees a given accuracy. The average may settle sooner, for instance when the closely spaced levels carry little weight.

The model covers finitely many levels and a time-independent Hamiltonian; continuous spectra are excluded. The limit concerns the average of P, not P(t) itself, which may keep oscillating.

## From interference terms to the long-time average

The real and imaginary parts of the amplitude are

Re a(t) = ∑ p_j cos(E_j t),

Im a(t) = -∑ p_j sin(E_j t).

Squaring and adding them gives a double sum over j and k of p_j p_k [cos(E_j t) cos(E_k t) + sin(E_j t) sin(E_k t)]. By the cosine difference formula,

P(t) = ∑_j ∑_k p_j p_k cos((E_j - E_k)t).

Each pair of levels thus contributes one oscillation. For a frequency ω ≠ 0, its average is

A_T(ω) = (1/T) ∫₀ᵀ cos(ωt) dt = sin(ωT)/(ωT),

so that |A_T(ω)| ≤ 1/(|ω|T), which tends to zero. For ω = 0 the integrand is 1 and A_T(0) = 1. Since the double sum is finite, it can be integrated term by term:

⟨P⟩_T = ∑_j ∑_k p_j p_k A_T(E_j - E_k).

The limit can also be taken term by term. Pairs with E_j ≠ E_k drop out and the others keep their full weight, so ⟨P⟩_T → R for any spectrum. If the energies are pairwise distinct, only the pairs with j = k remain, and R = ∑ p_j².

## The lower bound and the rate

Expanding the squared distance from equal weights and using ∑ p_j = 1 gives

∑ (p_j - 1/n)² = ∑ p_j² - 2/n + n · (1/n²) = ∑ p_j² - 1/n.

The left side is a sum of squares. Hence ∑ p_j² ≥ 1/n, with equality exactly when every square vanishes, that is, when p_j = 1/n for all j.

With degeneracies and p_j ≥ 0, R contains all the diagonal terms p_j² and possibly further non-negative terms. Therefore R ≥ ∑ p_j² ≥ 1/n.

For the rate, subtract R from ⟨P⟩_T. The pairs of equal energy cancel, which leaves

⟨P⟩_T - R = ∑ p_j p_k A_T(E_j - E_k) over pairs with E_j ≠ E_k.

Each average in this sum is at most 1/(gT) in absolute value. The products p_j p_k over all pairs add up to (∑ p_j)² = 1, so those over pairs of different energy add up to 1 - R. This yields the bound (1 - R)/(gT).

## The Lean file

```lean
import Mathlib

open Filter Topology

namespace TimeAveragedSurvival

noncomputable section

variable {ι : Type*} [Fintype ι]

/-- The survival amplitude `∑ p_j exp(-i E_j t)` of a state with weights `p` on levels of
energies `E`, in units with `ħ = 1`. -/
def survivalAmplitude (p E : ι → ℝ) (t : ℝ) : ℂ :=
  ∑ j, (p j : ℂ) * Complex.exp (((-(E j * t) : ℝ) : ℂ) * Complex.I)

/-- The survival probability, the squared modulus of the survival amplitude. -/
def survivalProb (p E : ι → ℝ) (t : ℝ) : ℝ := ‖survivalAmplitude p E t‖ ^ 2

/-- The average of a signal `f` over the time window `[0, T]`. -/
def timeAverage (f : ℝ → ℝ) (T : ℝ) : ℝ := (∫ t in (0 : ℝ)..T, f t) / T

/-- The sum of `p_j p_k` over all ordered pairs `(j, k)` with `E_j = E_k`, including `j = k`. -/
def resonantWeight (p E : ι → ℝ) : ℝ :=
  ∑ j, ∑ k, if E j = E k then p j * p k else 0

/-- The survival probability is a sum of oscillations at the Bohr frequencies `E_j - E_k`. -/
theorem survivalProb_eq_sum_cos (p E : ι → ℝ) (t : ℝ) :
    survivalProb p E t = ∑ j, ∑ k, p j * p k * Real.cos ((E j - E k) * t) := by
  have hre : (survivalAmplitude p E t).re = ∑ j, p j * Real.cos (E j * t) := by
    simp only [survivalAmplitude, Complex.re_sum, Complex.re_ofReal_mul,
      Complex.exp_ofReal_mul_I_re, Real.cos_neg]
  have him : (survivalAmplitude p E t).im = ∑ j, p j * -Real.sin (E j * t) := by
    simp only [survivalAmplitude, Complex.im_sum, Complex.im_ofReal_mul,
      Complex.exp_ofReal_mul_I_im, Real.sin_neg]
  rw [survivalProb, Complex.sq_norm, Complex.normSq_apply, hre, him,
    Finset.sum_mul_sum, Finset.sum_mul_sum, ← Finset.sum_add_distrib]
  refine Finset.sum_congr rfl fun j _ => ?_
  rw [← Finset.sum_add_distrib]
  refine Finset.sum_congr rfl fun k _ => ?_
  rw [sub_mul, Real.cos_sub]
  ring

/-- The average of an oscillation of nonzero frequency `ω` over `[0, T]` is at most
`1 / (|ω| T)` in absolute value. -/
theorem abs_timeAverage_cos_le {ω T : ℝ} (hω : ω ≠ 0) (hT : 0 < T) :
    |timeAverage (fun t => Real.cos (ω * t)) T| ≤ 1 / (|ω| * T) := by
  have h : ∀ t ∈ Set.uIcc 0 T,
      HasDerivAt (fun s => Real.sin (ω * s) / ω) (Real.cos (ω * t)) t := by
    intro t _
    have h1 : HasDerivAt (fun s : ℝ => ω * s) ω t := by
      simpa only [mul_one] using (hasDerivAt_id' t).const_mul ω
    exact (h1.sin.div_const ω).congr_deriv (mul_div_cancel_right₀ _ hω)
  have hint : IntervalIntegrable (fun t => Real.cos (ω * t)) MeasureTheory.volume 0 T :=
    Continuous.intervalIntegrable (by fun_prop) _ _
  -- the exact average is `sin (ω T) / (ω T)`
  have havg : timeAverage (fun t => Real.cos (ω * t)) T = Real.sin (ω * T) / (ω * T) := by
    rw [timeAverage, intervalIntegral.integral_eq_sub_of_hasDerivAt h hint]
    simp only [mul_zero, Real.sin_zero, zero_div, sub_zero, div_div]
  rw [havg, abs_div, abs_mul ω T, abs_of_pos hT]
  exact div_le_div_of_nonneg_right (Real.abs_sin_le_one _) (by positivity)

/-- The signal `cos (0 * t)` has time average one for every `T ≠ 0`. -/
theorem timeAverage_cos_zero {T : ℝ} (hT : T ≠ 0) :
    timeAverage (fun t => Real.cos (0 * t)) T = 1 := by
  simp [timeAverage, hT]

/-- The averaged survival probability is the weighted sum of the averaged oscillations. -/
theorem timeAverage_survivalProb (p E : ι → ℝ) (T : ℝ) :
    timeAverage (survivalProb p E) T =
      ∑ j, ∑ k, p j * p k * timeAverage (fun t => Real.cos ((E j - E k) * t)) T := by
  simp only [timeAverage, survivalProb_eq_sum_cos]
  rw [intervalIntegral.integral_finsetSum, Finset.sum_div]
  · refine Finset.sum_congr rfl fun j _ => ?_
    rw [intervalIntegral.integral_finsetSum, Finset.sum_div]
    · refine Finset.sum_congr rfl fun k _ => ?_
      rw [intervalIntegral.integral_const_mul, mul_div_assoc]
    · intro k _
      exact Continuous.intervalIntegrable (by fun_prop) _ _
  · intro j _
    exact Continuous.intervalIntegrable (by fun_prop) _ _

/-- For any spectrum, degenerate or not, the long-time average of the survival probability is
the resonant weight. -/
theorem tendsto_timeAverage_resonantWeight (p E : ι → ℝ) :
    Tendsto (timeAverage (survivalProb p E)) atTop (𝓝 (resonantWeight p E)) := by
  rw [funext (timeAverage_survivalProb p E), resonantWeight]
  refine tendsto_finsetSum _ fun j _ => tendsto_finsetSum _ fun k _ => ?_
  split_ifs with h
  · -- resonant pairs do not oscillate
    have h1 : Tendsto (fun T => timeAverage (fun t => Real.cos ((E j - E k) * t)) T)
        atTop (𝓝 1) := by
      refine tendsto_const_nhds.congr' ?_
      filter_upwards [eventually_gt_atTop (0 : ℝ)] with T hT
      rw [h, sub_self]
      exact (timeAverage_cos_zero hT.ne').symm
    simpa only [mul_one] using h1.const_mul (p j * p k)
  · -- all other pairs average out
    have hω : E j - E k ≠ 0 := sub_ne_zero.2 h
    have hlim : Tendsto (fun T : ℝ => 1 / (|E j - E k| * T)) atTop (𝓝 0) :=
      Tendsto.const_div_atTop (tendsto_id.const_mul_atTop (abs_pos.2 hω)) 1
    have h0 : Tendsto (fun T => timeAverage (fun t => Real.cos ((E j - E k) * t)) T)
        atTop (𝓝 0) := by
      refine squeeze_zero_norm' ?_ hlim
      filter_upwards [eventually_gt_atTop (0 : ℝ)] with T hT
      exact abs_timeAverage_cos_le hω hT
    simpa only [mul_zero] using h0.const_mul (p j * p k)

/-- For weights of sum one on `n` levels, the squared distance from equal weights is
`∑ p_j² - 1/n`. -/
theorem sum_sq_sub_uniform (p : ι → ℝ) (hp : ∑ j, p j = 1) :
    ∑ j, (p j - 1 / (Fintype.card ι : ℝ)) ^ 2 =
      ∑ j, p j ^ 2 - 1 / (Fintype.card ι : ℝ) := by
  have hn : (Fintype.card ι : ℝ) ≠ 0 := by
    intro h
    have : IsEmpty ι := Fintype.card_eq_zero_iff.1 (by exact_mod_cast h)
    simp at hp
  have h : ∀ c : ℝ, ∑ j, (p j - c) ^ 2 =
      ∑ j, p j ^ 2 - 2 * c * 1 + (Fintype.card ι : ℝ) * c ^ 2 := by
    intro c
    have hc : ∀ j, (p j - c) ^ 2 = p j ^ 2 - 2 * c * p j + c ^ 2 := fun j => by ring
    simp only [hc, Finset.sum_add_distrib, Finset.sum_sub_distrib, ← Finset.mul_sum, hp,
      Finset.sum_const, Finset.card_univ, nsmul_eq_mul]
  rw [h]
  linear_combination (1 / (Fintype.card ι : ℝ)) * mul_one_div_cancel hn

/-- For pairwise distinct energies and weights of sum one on `n` levels, the long-time average
of the survival probability is `∑ p_j²`; this is at least `1/n`, with equality exactly for
equal weights. -/
theorem longTime_survival (p E : ι → ℝ) (hE : Function.Injective E) (hp : ∑ j, p j = 1) :
    Tendsto (timeAverage (survivalProb p E)) atTop (𝓝 (∑ j, p j ^ 2)) ∧
      1 / (Fintype.card ι : ℝ) ≤ ∑ j, p j ^ 2 ∧
      (∑ j, p j ^ 2 = 1 / (Fintype.card ι : ℝ) ↔ ∀ j, p j = 1 / (Fintype.card ι : ℝ)) := by
  have hid := sum_sq_sub_uniform p hp
  refine ⟨?_, ?_, ?_, ?_⟩
  · -- only the diagonal pairs are resonant
    have hR : resonantWeight p E = ∑ j, p j ^ 2 := by
      refine Finset.sum_congr rfl fun j _ => ?_
      rw [Finset.sum_eq_single j]
      · rw [if_pos rfl, sq]
      · intro k _ hk
        exact if_neg fun h => hk (hE h).symm
      · intro h
        exact absurd (Finset.mem_univ j) h
    rw [← hR]
    exact tendsto_timeAverage_resonantWeight p E
  · have := Finset.sum_nonneg fun j (_ : j ∈ Finset.univ) =>
      sq_nonneg (p j - 1 / (Fintype.card ι : ℝ))
    linarith
  · intro h j
    rw [h, sub_self] at hid
    have hj := (Finset.sum_eq_zero_iff_of_nonneg fun j _ => sq_nonneg _).1 hid j
      (Finset.mem_univ j)
    exact sub_eq_zero.1 (pow_eq_zero_iff two_ne_zero |>.1 hj)
  · intro h
    have h0 : ∑ j, (p j - 1 / (Fintype.card ι : ℝ)) ^ 2 = 0 :=
      Finset.sum_eq_zero fun j _ => by rw [h j]; ring
    linarith

/-- For probabilities on `n` levels the resonant weight is at least `1/n`, whatever the
degeneracies of the spectrum. -/
theorem inv_card_le_resonantWeight (p E : ι → ℝ) (h0 : ∀ j, 0 ≤ p j) (hp : ∑ j, p j = 1) :
    1 / (Fintype.card ι : ℝ) ≤ resonantWeight p E := by
  have hid := sum_sq_sub_uniform p hp
  have hsq := Finset.sum_nonneg fun j (_ : j ∈ Finset.univ) =>
    sq_nonneg (p j - 1 / (Fintype.card ι : ℝ))
  have hle : ∑ j, p j ^ 2 ≤ resonantWeight p E := by
    refine Finset.sum_le_sum fun j _ => ?_
    have hk : ∀ k, 0 ≤ if E j = E k then p j * p k else 0 := by
      intro k
      split_ifs
      exacts [mul_nonneg (h0 j) (h0 k), le_rfl]
    calc p j ^ 2 = if E j = E j then p j * p j else 0 := by rw [if_pos rfl, sq]
      _ ≤ ∑ k, if E j = E k then p j * p k else 0 :=
        Finset.single_le_sum (f := fun k => if E j = E k then p j * p k else 0)
          (fun k _ => hk k) (Finset.mem_univ j)
  linarith

/-- For non-negative weights of sum one, if different energies are at least `g > 0` apart, the
average of the survival probability over `[0, T]`, with `T > 0`, differs from the resonant weight
`R` by at most `(1 - R) / (g T)`. -/
theorem finiteTime_bound (p E : ι → ℝ) (h0 : ∀ j, 0 ≤ p j) (hp : ∑ j, p j = 1)
    {g T : ℝ} (hg : 0 < g) (hT : 0 < T) (hgap : ∀ j k, E j ≠ E k → g ≤ |E j - E k|) :
    |timeAverage (survivalProb p E) T - resonantWeight p E| ≤
      (1 - resonantWeight p E) / (g * T) := by
  have key : ∀ j k, |p j * p k * timeAverage (fun t => Real.cos ((E j - E k) * t)) T -
      (if E j = E k then p j * p k else 0)| ≤
      (p j * p k - (if E j = E k then p j * p k else 0)) / (g * T) := by
    intro j k
    have hpp : 0 ≤ p j * p k := mul_nonneg (h0 j) (h0 k)
    split_ifs with h
    · have hA : timeAverage (fun t => Real.cos ((E j - E k) * t)) T = 1 := by
        rw [h, sub_self]
        exact timeAverage_cos_zero hT.ne'
      rw [hA]
      simp
    · simp only [sub_zero]
      rw [abs_mul, abs_of_nonneg hpp, div_eq_mul_one_div]
      refine mul_le_mul_of_nonneg_left
        ((abs_timeAverage_cos_le (sub_ne_zero.2 h) hT).trans ?_) hpp
      exact one_div_le_one_div_of_le (by positivity)
        (mul_le_mul_of_nonneg_right (hgap j k h) hT.le)
  have hsum : ∑ j, ∑ k, p j * p k = 1 := by
    rw [← Finset.sum_mul_sum, hp, one_mul]
  -- sum the bounds over all pairs of levels
  calc |timeAverage (survivalProb p E) T - resonantWeight p E|
      = |∑ j, ∑ k, (p j * p k * timeAverage (fun t => Real.cos ((E j - E k) * t)) T -
          (if E j = E k then p j * p k else 0))| := by
        rw [timeAverage_survivalProb, resonantWeight]
        simp only [Finset.sum_sub_distrib]
    _ ≤ ∑ j, ∑ k, |p j * p k * timeAverage (fun t => Real.cos ((E j - E k) * t)) T -
          (if E j = E k then p j * p k else 0)| :=
        (Finset.abs_sum_le_sum_abs _ _).trans
          (Finset.sum_le_sum fun j _ => Finset.abs_sum_le_sum_abs _ _)
    _ ≤ ∑ j, ∑ k, (p j * p k - (if E j = E k then p j * p k else 0)) / (g * T) :=
        Finset.sum_le_sum fun j _ => Finset.sum_le_sum fun k _ => key j k
    _ = (1 - resonantWeight p E) / (g * T) := by
        simp only [← Finset.sum_div, Finset.sum_sub_distrib, hsum, resonantWeight]

end

end TimeAveragedSurvival
```

```lean
#print axioms TimeAveragedSurvival.longTime_survival
-- 'TimeAveragedSurvival.longTime_survival' depends on axioms: [propext, Classical.choice, Quot.sound]
#print axioms TimeAveragedSurvival.inv_card_le_resonantWeight
-- 'TimeAveragedSurvival.inv_card_le_resonantWeight' depends on axioms: [propext, Classical.choice, Quot.sound]
#print axioms TimeAveragedSurvival.finiteTime_bound
-- 'TimeAveragedSurvival.finiteTime_bound' depends on axioms: [propext, Classical.choice, Quot.sound]
```

## How the proof handles the oscillations

`survivalProb_eq_sum_cos` is the expansion of P(t). Its auxiliary facts `hre` and `him` are the real and imaginary parts above. `Finset.sum_mul_sum` turns each square into a double sum, and `Real.cos_sub` combines the products term by term.

`abs_timeAverage_cos_le` supplies the antiderivative sin(ωs)/ω, checks its derivative, and applies the fundamental theorem of calculus. This gives the exact average `havg`; the bound then follows from |sin| ≤ 1. `timeAverage_cos_zero` is the case ω = 0. `timeAverage_survivalProb` moves the integral inside both finite sums, with integrability supplied by the continuity of the cosine.

`tendsto_timeAverage_resonantWeight` takes the limit. `tendsto_finsetSum`, used twice, reduces the claim to a single pair (j, k), and `split_ifs` separates equal from different energies. In the first case the average equals 1 for every T > 0. In the second it is squeezed to zero by the bound 1/(|E_j - E_k|T).

## How the proof obtains the bounds

`sum_sq_sub_uniform` is the variance identity. It first shows that n ≠ 0, since an empty sum could not equal one. It then expands the squares around an arbitrary constant c and sets c = 1/n.

`longTime_survival` assembles the main result. For distinct energies, `Finset.sum_eq_single` reduces the inner sum of the resonant weight to its diagonal term, so the general limit becomes ∑ p_j². The inequality comes from the non-negativity of the squares. For the equality case, `Finset.sum_eq_zero_iff_of_nonneg` says that a vanishing sum of non-negative terms has only vanishing terms; the converse is substitution.

In `inv_card_le_resonantWeight`, `Finset.single_le_sum` bounds the diagonal term p_j² by the whole inner sum over k. This is where the non-negative weights are used.

`finiteTime_bound` proves the estimate for one pair in `key`: a pair of equal energies contributes no error, and any other pair contributes at most p_j p_k/(gT). The closing `calc` block writes the deviation as a double sum, applies the triangle inequality to both sums, inserts `key`, and uses `hsum`, the statement that all products p_j p_k add up to one.
